# For localised positive point charges, the Schwarz estimate misses the exponential decay of the geminal interaction

The Slater-type geminal \(e^{-\gamma r}\), with \(r\) the distance between two electrons and \(\gamma\) an inverse length, serves as a correlation factor in explicitly correlated methods. Here each charge distribution is modelled as a finite set of point charges, so that the geminal integral becomes a double sum. Charges \(q_i\) sit at \(x_i\) and charges \(p_j\) at \(y_j\), and

\[
J=\sum_{i,j}q_ip_j\,e^{-\gamma d_{ij}},\qquad d_{ij}=\operatorname{dist}(x_i,y_j),\qquad S=\sqrt{J_{qq}J_{pp}},
\]

where \(J_{qq}\) and \(J_{pp}\) are the interactions of each set with itself, diagonal terms included. In Lean, \(J\) is `geminal` and \(S\) is `schwarzEstimate`. Positions lie in a normed additive group `V`, which may be ordinary space. Continuous densities are not covered.

```lean
import Mathlib

open Finset

namespace GeminalScreening

noncomputable section

variable {V ι κ : Type*} [NormedAddCommGroup V] [Fintype ι] [Fintype κ]

/-- The Slater-type geminal interaction of charges `q` at points `x` with charges `p` at
points `y`: the sum over pairs of `q i * p j * exp (-γ * distance)`. -/
def geminal (γ : ℝ) (q : ι → ℝ) (x : ι → V) (p : κ → ℝ) (y : κ → V) : ℝ :=
  ∑ i, ∑ j, q i * p j * Real.exp (-γ * dist (x i) (y j))

/-- The Schwarz estimate: the geometric mean of the two geminal self-interactions. -/
def schwarzEstimate (γ : ℝ) (q : ι → ℝ) (x : ι → V) (p : κ → ℝ) (y : κ → V) : ℝ :=
  Real.sqrt (geminal γ q x q x * geminal γ p y p y)
```

## Points within radii a and b

The hypotheses `hx` and `hy` say that the sets lie within \(a\) of a centre \(A\) and within \(b\) of a centre \(B\). With \(R=\operatorname{dist}(A,B)\), the triangle inequality along two different paths gives

\[
R\le a+d_{ij}+b,\qquad d_{ij}\le a+R+b .
\]

The proof turns on Mathlib's `dist_triangle4`, which bounds the distance between the ends of a three-leg path by the sum of the legs. The path `A (x i) (y j) B` yields the first inequality and `(x i) A B (y j)` the second; `linarith` inserts the radii. Without a bound on the radii, a point of one set could lie on top of the other set however large \(R\) is.

## Charges without sign changes

Write \(Q=\sum_i q_i\) and \(P=\sum_j p_j\). For \(\gamma\ge0\), multiplying the distance bounds by \(-\gamma\) reverses them, and the exponential preserves the resulting order. Weighting by \(q_ip_j\ge0\) and summing gives

\[
QP\,e^{-\gamma(R+a+b)}\le J\le QP\,e^{-\gamma(R-a-b)} .
\]

In Lean, `Finset.sum_mul_sum` expands \(QP\) into a double sum, and `Finset.sum_le_sum` compares it with \(J\) term by term.

```lean
/-- The geminal interaction of two localised sets of nonnegative charges is at most the product
of the total charges times the geminal at the distance of the centres less both radii. -/
theorem geminal_le {γ a b : ℝ} {q : ι → ℝ} {x : ι → V} {p : κ → ℝ} {y : κ → V} {A B : V}
    (hγ : 0 ≤ γ) (hq : ∀ i, 0 ≤ q i) (hp : ∀ j, 0 ≤ p j)
    (hx : ∀ i, dist (x i) A ≤ a) (hy : ∀ j, dist (y j) B ≤ b) :
    geminal γ q x p y ≤
      (∑ i, q i) * (∑ j, p j) * Real.exp (-γ * (dist A B - a - b)) := by
  unfold geminal
  rw [Finset.sum_mul_sum, Finset.sum_mul]
  refine Finset.sum_le_sum fun i _ => ?_
  rw [Finset.sum_mul]
  refine Finset.sum_le_sum fun j _ => ?_
  -- no pair is closer than the gap between the two balls
  have h : dist A B - a - b ≤ dist (x i) (y j) := by
    have h4 := dist_triangle4 A (x i) (y j) B
    have hxi := hx i
    rw [dist_comm] at hxi
    linarith [hy j]
  have h' := mul_le_mul_of_nonneg_left h hγ
  exact mul_le_mul_of_nonneg_left (Real.exp_le_exp.2 (by linarith))
    (mul_nonneg (hq i) (hp j))

/-- The geminal interaction of two localised sets of nonnegative charges is at least the product
of the total charges times the geminal at the distance of the centres plus both radii. -/
theorem le_geminal {γ a b : ℝ} {q : ι → ℝ} {x : ι → V} {p : κ → ℝ} {y : κ → V} {A B : V}
    (hγ : 0 ≤ γ) (hq : ∀ i, 0 ≤ q i) (hp : ∀ j, 0 ≤ p j)
    (hx : ∀ i, dist (x i) A ≤ a) (hy : ∀ j, dist (y j) B ≤ b) :
    (∑ i, q i) * (∑ j, p j) * Real.exp (-γ * (dist A B + a + b)) ≤
      geminal γ q x p y := by
  unfold geminal
  rw [Finset.sum_mul_sum, Finset.sum_mul]
  refine Finset.sum_le_sum fun i _ => ?_
  rw [Finset.sum_mul]
  refine Finset.sum_le_sum fun j _ => ?_
  -- no pair is farther apart than the far sides of the two balls
  have h : dist (x i) (y j) ≤ dist A B + a + b := by
    have h4 := dist_triangle4 (x i) A B (y j)
    have hyj := hy j
    rw [dist_comm] at hyj
    linarith [hx i]
  have h' := mul_le_mul_of_nonneg_left h hγ
  exact mul_le_mul_of_nonneg_left (Real.exp_le_exp.2 (by linarith))
    (mul_nonneg (hq i) (hp j))
```

With mixed signs the upper bound can fail when \(\gamma>0\): charges \(+1\) and \(-1\) have \(Q=0\), yet \(J>0\) if the second set is a single positive charge and the \(+1\) is nearer to it. Products of orbitals can change sign, so this is a real restriction.

The lower bound, applied to each set with itself (\(R=0\)), gives \(J_{qq}\ge Q^2e^{-2\gamma a}\) and \(J_{pp}\ge P^2e^{-2\gamma b}\). Multiplying these and taking the root,

\[
S\ge QP\,e^{-\gamma(a+b)},\qquad\text{hence}\qquad J\le e^{-\gamma(R-2(a+b))}\,S .
\]

`Real.abs_le_sqrt` takes the root; the second theorem splits the exponential and combines the two bounds. Positive-definiteness of the kernel is not needed.

```lean
/-- For two localised sets of nonnegative charges, the Schwarz estimate is at least the product of
the total charges times `exp (-γ * (a + b))`, where `a` and `b` are the two radii. -/
theorem le_schwarzEstimate {γ a b : ℝ} {q : ι → ℝ} {x : ι → V} {p : κ → ℝ} {y : κ → V}
    {A B : V} (hγ : 0 ≤ γ) (hq : ∀ i, 0 ≤ q i) (hp : ∀ j, 0 ≤ p j)
    (hx : ∀ i, dist (x i) A ≤ a) (hy : ∀ j, dist (y j) B ≤ b) :
    (∑ i, q i) * (∑ j, p j) * Real.exp (-γ * (a + b)) ≤ schwarzEstimate γ q x p y := by
  have h1 := le_geminal hγ hq hq hx hx
  have h2 := le_geminal hγ hp hp hy hy
  rw [dist_self] at h1 h2
  have n1 := mul_nonneg (mul_self_nonneg (∑ i, q i)) (Real.exp_pos (-γ * (0 + a + a))).le
  have n2 := mul_nonneg (mul_self_nonneg (∑ j, p j)) (Real.exp_pos (-γ * (0 + b + b))).le
  have h := mul_le_mul h1 h2 n2 (n1.trans h1)
  refine (le_abs_self _).trans (Real.abs_le_sqrt (le_trans (le_of_eq ?_) h))
  have e : Real.exp (-γ * (a + b)) * Real.exp (-γ * (a + b)) =
      Real.exp (-γ * (0 + a + a)) * Real.exp (-γ * (0 + b + b)) := by
    rw [← Real.exp_add, ← Real.exp_add]
    congr 1
    ring
  linear_combination ((∑ i, q i) * (∑ j, p j)) ^ 2 * e

/-- For two localised sets of nonnegative charges, the geminal interaction is at most the Schwarz
estimate times `exp (-γ * (dist A B - 2 * (a + b)))`. -/
theorem geminal_le_decay_mul_schwarz {γ a b : ℝ} {q : ι → ℝ} {x : ι → V} {p : κ → ℝ}
    {y : κ → V} {A B : V} (hγ : 0 ≤ γ) (hq : ∀ i, 0 ≤ q i) (hp : ∀ j, 0 ≤ p j)
    (hx : ∀ i, dist (x i) A ≤ a) (hy : ∀ j, dist (y j) B ≤ b) :
    geminal γ q x p y ≤
      Real.exp (-γ * (dist A B - 2 * (a + b))) * schwarzEstimate γ q x p y := by
  have e : Real.exp (-γ * (dist A B - a - b)) =
      Real.exp (-γ * (dist A B - 2 * (a + b))) * Real.exp (-γ * (a + b)) := by
    rw [← Real.exp_add]
    congr 1
    ring
  have h1 := geminal_le hγ hq hp hx hy
  have h2 := mul_le_mul_of_nonneg_left (le_schwarzEstimate hγ hq hp hx hy)
    (Real.exp_pos (-γ * (dist A B - 2 * (a + b)))).le
  rw [e] at h1
  linarith
```

## Nonempty sets and strictly positive charges

These conditions ensure that there is something to screen. Every term of \(J_{qq}\) and \(J_{pp}\) is then positive, so \(S>0\), which the proof obtains from `Finset.sum_pos`. If either set were empty or all its charges zero, \(S\) would vanish.

```lean
/-- Positive charges on nonempty sets have a positive geminal interaction. -/
theorem geminal_pos [Nonempty ι] [Nonempty κ] (γ : ℝ) {q : ι → ℝ} (x : ι → V)
    {p : κ → ℝ} (y : κ → V) (hq : ∀ i, 0 < q i) (hp : ∀ j, 0 < p j) :
    0 < geminal γ q x p y :=
  Finset.sum_pos (fun i _ => Finset.sum_pos
    (fun j _ => mul_pos (mul_pos (hq i) (hp j)) (Real.exp_pos _))
    Finset.univ_nonempty) Finset.univ_nonempty
```

## Distances that ignore translation

Because the distance comes from a norm, shifting both points of a pair by the same vector changes nothing. \(S\) contains only distances within each set, so independent shifts \(u\) and \(v\) leave it unchanged; `dist_add_right` does this in the proof. A position-dependent kernel would not guarantee it.

```lean
/-- The Schwarz estimate is unchanged when the two sets are translated independently. -/
theorem schwarzEstimate_translate (γ : ℝ) (q : ι → ℝ) (x : ι → V) (p : κ → ℝ) (y : κ → V)
    (u v : V) :
    schwarzEstimate γ q (fun i => x i + u) p (fun j => y j + v) =
      schwarzEstimate γ q x p y := by
  simp only [schwarzEstimate, geminal, dist_add_right]
```

## A decaying geminal and a long shift

The inverse length \(\gamma>0\) sets the range of the correlation factor. At \(\gamma=0\), \(J=S=QP\) at every separation, and there is no decay to miss.

Shift the second set by \(v\), and let \(R_v=\operatorname{dist}(A,B+v)\) and \(J_v\) be the new centre distance and interaction. Since \(\|v\|\le R_v+R\), the condition

\[
\|v\|\ge R+2(a+b)+\frac{\ln M}{\gamma},\qquad M>0,
\]

gives \(R_v-2(a+b)\ge(\ln M)/\gamma\). The decay factor is then at most \(1/M\), so \(MJ_v\le S\). The last part of the proof follows these steps, with `Real.exp_log` turning \(M\) into an exponential. Ordinary space contains such a \(v\) for every \(M\); a bounded group `V` may not.

```lean
/-- For localised nonempty sets of positive charges the geminal interaction obeys an exponential
distance bound, while the Schwarz estimate is positive and unchanged by independent translations of
the sets; for any `M > 0`, it is at least `M` times the interaction after any shift `v` of the
second set whose norm reaches the stated length. -/
theorem schwarz_misses_geminal_decay [Nonempty ι] [Nonempty κ] {γ a b : ℝ} {q : ι → ℝ}
    {x : ι → V} {p : κ → ℝ} {y : κ → V} {A B : V} (hγ : 0 < γ)
    (hq : ∀ i, 0 < q i) (hp : ∀ j, 0 < p j)
    (hx : ∀ i, dist (x i) A ≤ a) (hy : ∀ j, dist (y j) B ≤ b) :
    geminal γ q x p y ≤
        (∑ i, q i) * (∑ j, p j) * Real.exp (-γ * (dist A B - a - b)) ∧
    0 < schwarzEstimate γ q x p y ∧
    (∀ u v : V, schwarzEstimate γ q (fun i => x i + u) p (fun j => y j + v) =
        schwarzEstimate γ q x p y) ∧
    (∀ M : ℝ, 0 < M → ∀ v : V, dist A B + 2 * (a + b) + Real.log M / γ ≤ ‖v‖ →
        M * geminal γ q x p (fun j => y j + v) ≤ schwarzEstimate γ q x p y) := by
  have hq' := fun i => (hq i).le
  have hp' := fun j => (hp j).le
  refine ⟨geminal_le hγ.le hq' hp' hx hy,
    Real.sqrt_pos.2 (mul_pos (geminal_pos γ x x hq hq) (geminal_pos γ y y hp hp)),
    schwarzEstimate_translate γ q x p y, ?_⟩
  intro M hM v hv
  have hy' : ∀ j, dist (y j + v) (B + v) ≤ b := fun j => by
    rw [dist_add_right]
    exact hy j
  have h := geminal_le_decay_mul_schwarz hγ.le hq' hp' hx hy'
  have hs : schwarzEstimate γ q x p (fun j => y j + v) = schwarzEstimate γ q x p y := by
    simp only [schwarzEstimate, geminal, dist_add_right]
  rw [hs] at h
  -- the shifted centres are at least `‖v‖ - dist A B` apart
  have hd : ‖v‖ ≤ dist A (B + v) + dist A B := by
    have ht := dist_triangle (B + v) A B
    have hn : dist (B + v) B = ‖v‖ := by rw [dist_eq_norm, add_sub_cancel_left]
    rw [hn, dist_comm (B + v) A] at ht
    exact ht
  have hl : Real.log M / γ ≤ dist A (B + v) - 2 * (a + b) := by linarith
  have hl' := (div_le_iff₀ hγ).1 hl
  -- so the decay factor is at most `1 / M`
  have hE : M * Real.exp (-γ * (dist A (B + v) - 2 * (a + b))) ≤ 1 := by
    calc M * Real.exp (-γ * (dist A (B + v) - 2 * (a + b)))
        = Real.exp (Real.log M + -γ * (dist A (B + v) - 2 * (a + b))) := by
          rw [Real.exp_add, Real.exp_log hM]
      _ ≤ 1 := Real.exp_le_one_iff.2 (by linarith)
  have h1 := mul_le_mul_of_nonneg_left h hM.le
  have hS : 0 ≤ schwarzEstimate γ q x p y := Real.sqrt_nonneg _
  have h2 := mul_le_mul_of_nonneg_right hE hS
  linarith

end

end GeminalScreening
```

```lean
#print axioms GeminalScreening.schwarz_misses_geminal_decay
-- 'GeminalScreening.schwarz_misses_geminal_decay' depends on axioms: [propext, Classical.choice, Quot.sound]
```

## Screening in an integral code

A Schwarz screen stores one self-interaction root per charge distribution and skips an integral when the product of two roots falls below a threshold. For the positive point charges treated here, that product stays the same however far apart the distributions are, so distant pairs can pass the test with negligible interactions. Multiplying by \(e^{-\gamma(R-2(a+b))}\) when \(R>2(a+b)\) restores the decay: with \(\gamma=1\), \(a=b=1\) and \(R=14\) in atomic units, the factor is \(e^{-10}\approx4.5\times10^{-5}\). Orbital products in a code can change sign and can have tails beyond any finite radius; for them the theorems here do not show that the corrected estimate is still an upper bound.
